# Averaged over a full turn of precession, an echo from x pulses $a$ and $b$ has transverse magnitude $|\sin a|\,\sin^2(b/2)$

## Pulses, precession and the averaged echo

In a spin echo, an excitation pulse of angle $a$ tips the equilibrium magnetisation, the spins precess at slightly different rates, and a refocusing pulse of angle $b$ lets them realign after a second period of the same length. The ideal refocusing angle is $\pi$. The question is how much transverse magnetisation is lost when $b$ misses it. Relaxation is left out, and magnitudes are given as fractions of the equilibrium magnetisation.

An isochromat is a group of spins that share one precession rate. Its magnetisation, seen in the frame that rotates about z at the frequency of the pulses, is a real vector $M=(M_0,M_1,M_2)$, with indices 0, 1, 2 for x, y, z, as in the Lean code. The angle through which it precesses in each period is $p$, often written $\phi$ in textbooks. All angles are in radians.

```lean
import Mathlib

open Real Matrix Filter Topology

namespace ImperfectRefocusing

noncomputable section
```

Both rotations are right-handed, so a pulse $a=\pi/2$ takes $+z$ to $-y$. Some texts use the opposite sense. Reversing every rotation leaves the echo magnitude unchanged.

```lean
/-- Rotation of the magnetisation about the x axis by the angle `b` (a pulse). -/
def rotX (b : ℝ) : Matrix (Fin 3) (Fin 3) ℝ :=
  !![1, 0, 0; 0, cos b, -sin b; 0, sin b, cos b]

/-- Rotation of the magnetisation about the z axis by the angle `p` (free precession). -/
def rotZ (p : ℝ) : Matrix (Fin 3) (Fin 3) ℝ :=
  !![cos p, -sin p, 0; sin p, cos p, 0; 0, 0, 1]
```

The sequence for one isochromat is read from right to left: precession, pulse, precession.

```lean
/-- The magnetisation `M` after precession by `p`, an x pulse `b`, and precession by `p`. -/
def isochromat (b : ℝ) (M : Fin 3 → ℝ) (p : ℝ) : Fin 3 → ℝ :=
  rotZ p *ᵥ (rotX b *ᵥ (rotZ p *ᵥ M))
```

The signal is an average over $p$, taken component by component.

```lean
/-- The average of a magnetisation vector over precession angles uniform in `[0, 2π]`. -/
def phaseAverage (v : ℝ → Fin 3 → ℝ) : Fin 3 → ℝ :=
  fun i => (2 * π)⁻¹ * ∫ p in (0 : ℝ)..(2 * π), v p i
```

The name `echo` denotes the whole averaged vector, not an amplitude. It starts from unit z magnetisation, so all magnitudes are fractions of the equilibrium value. The amplitude is obtained by applying `transverse`.

```lean
/-- The averaged magnetisation at the echo: unit z magnetisation is excited by an x pulse `a`
and refocused by an x pulse `b` between two equal precession periods. -/
def echo (a b : ℝ) : Fin 3 → ℝ :=
  phaseAverage (isochromat b (rotX a *ᵥ ![0, 0, 1]))

/-- The length of the transverse (xy) part of a magnetisation vector. -/
def transverse (v : Fin 3 → ℝ) : ℝ := Real.sqrt (v 0 ^ 2 + v 1 ^ 2)
```

## Ideal pulses and free precession without relaxation

Treating each pulse as a rotation about x means that it is on resonance, short compared with the precession, and of the same angle for every isochromat. Treating free evolution as a rotation about z leaves out relaxation.

By hand, this assumption gives the component rules. A pulse $b$ sends $v$ to
$$(v_0,\ \cos b\,v_1-\sin b\,v_2,\ \sin b\,v_1+\cos b\,v_2),$$
and precession by $p$ sends it to
$$(\cos p\,v_0-\sin p\,v_1,\ \sin p\,v_0+\cos p\,v_1,\ v_2).$$
The next two lemmas state these rules, and every later component calculation uses them.

```lean
/-- An x pulse mixes the y and z components of the magnetisation. -/
theorem rotX_mulVec (b : ℝ) (v : Fin 3 → ℝ) :
    rotX b *ᵥ v = ![v 0, cos b * v 1 - sin b * v 2, sin b * v 1 + cos b * v 2] := by
  ext i
  fin_cases i <;> simp [rotX, Matrix.mulVec, dotProduct, Fin.sum_univ_three]
  ring

/-- Free precession mixes the x and y components of the magnetisation. -/
theorem rotZ_mulVec (p : ℝ) (v : Fin 3 → ℝ) :
    rotZ p *ᵥ v = ![cos p * v 0 - sin p * v 1, sin p * v 0 + cos p * v 1, v 2] := by
  ext i
  fin_cases i <;> simp [rotZ, Matrix.mulVec, dotProduct, Fin.sum_univ_three]
  ring
```

With relaxation the amplitude changes. If each period also shrinks the transverse components by a factor $r<1$, the echo at $b=\pi$ has magnitude $r^2|\sin a|$, which is less than $|\sin a|$ whenever $\sin a\neq0$.

For non-interacting spins one half, $M$ is proportional to the Bloch vector of the density matrix, so the same algebra describes an ensemble of uncoupled two-level systems without relaxation.

## Precession angles uniform over a full turn

The definition `phaseAverage` gives every $p$ in $[0,2\pi]$ equal weight. Physically, the field offsets spread the precession angles of the spins evenly over a full turn. A gradient that winds the phase through a whole number of turns across a uniform sample does this. The step from a real distribution of field offsets to this uniform distribution of $p$ is left to the physics; the theorems start from the uniform average.

By hand, the assumption removes most of the terms. Over a full turn $\cos p$, $\sin p$ and $\sin p\cos p$ average to zero, while $\cos^2p$ averages to $1/2$. Hence
$$A+B\cos p+C\sin p+D\cos^2p+E\sin p\cos p$$
averages to $A+D/2$. The refocusing factor is then put in its usual form by $\sin^2(b/2)=(1-\cos b)/2$, which follows from $\cos b=2\cos^2(b/2)-1$.

```lean
/-- The half-angle identity for the refocusing factor. -/
theorem half_angle (b : ℝ) : sin (b / 2) ^ 2 = (1 - cos b) / 2 := by
  have h := Real.cos_two_mul (b / 2)
  rw [show 2 * (b / 2) = b by ring] at h
  linarith [Real.sin_sq_add_cos_sq (b / 2)]
```

The averaging lemma uses the antiderivative
$$Ap+B\sin p-C\cos p+\tfrac D2(p+\sin p\cos p)+\tfrac E2\sin^2p.$$
Differentiating the $D$ term gives $\tfrac D2(1+\cos^2p-\sin^2p)=D\cos^2p$; in the proof, `linear_combination` supplies the identity $\sin^2p+\cos^2p=1$ for this. Between $0$ and $2\pi$ the antiderivative grows by $2\pi A+\pi D$, and division by $2\pi$ gives the result.

```lean
/-- Over a full turn of the precession angle, only the constant and the `cos²` term of a
signal of this form survive averaging. -/
theorem average_harmonics {f : ℝ → ℝ} (A B C D E : ℝ)
    (hf : ∀ p, f p = A + B * cos p + C * sin p + D * cos p ^ 2 + E * (sin p * cos p)) :
    (2 * π)⁻¹ * ∫ p in (0 : ℝ)..(2 * π), f p = A + D / 2 := by
  -- an explicit antiderivative
  have h : ∀ p, HasDerivAt (fun p => A * p + B * sin p - C * cos p
      + D / 2 * (p + sin p * cos p) + E / 2 * (sin p * sin p))
      (A + B * cos p + C * sin p + D * cos p ^ 2 + E * (sin p * cos p)) p := by
    intro p
    have hi := hasDerivAt_id' p
    have hs := Real.hasDerivAt_sin p
    have hc := Real.hasDerivAt_cos p
    refine HasDerivAt.congr_deriv
      (((((hi.const_mul A).fun_add (hs.const_mul B)).fun_sub (hc.const_mul C)).fun_add
        ((hi.fun_add (hs.fun_mul hc)).const_mul (D / 2))).fun_add
        ((hs.fun_mul hs).const_mul (E / 2))) ?_
    linear_combination (-(D / 2)) * Real.sin_sq_add_cos_sq p
  have hpi : π ≠ 0 := Real.pi_ne_zero
  rw [funext hf, intervalIntegral.integral_eq_sub_of_hasDerivAt (fun p _ => h p)
    (Continuous.intervalIntegrable (by fun_prop) _ _)]
  simp only [Real.sin_two_pi, Real.cos_two_pi, Real.sin_zero, Real.cos_zero]
  field_simp
  ring
```

The amplitude formula does not hold for every distribution of angles. Put all the spins at $p=0$ with $a=b=\pi/2$. The excitation gives $(0,-1,0)$ and the second pulse turns it to $(0,0,-1)$, so the transverse magnitude is $0$, whereas the formula gives $1/2$.

## The same precession angle before and after the pulse

In `isochromat` a single variable $p$ appears in both precession factors. This stands for equal delays and for offsets that stay constant from one delay to the next, so diffusion through a field gradient is excluded.

By hand, apply the component rules three times. After the first precession and the pulse, the vector is
$$\begin{aligned}
u_0&=\cos p\,M_0-\sin p\,M_1,\\
u_1&=\cos b\,(\sin p\,M_0+\cos p\,M_1)-\sin b\,M_2,\\
u_2&=\sin b\,(\sin p\,M_0+\cos p\,M_1)+\cos b\,M_2.
\end{aligned}$$
The second precession, by the same $p$, leaves $u_2$ alone and mixes $u_0$ and $u_1$. With $\sin^2p=1-\cos^2p$, the final x and y components are
$$\begin{aligned}
x&=-\cos b\,M_0+\sin b\,M_2\sin p+(1+\cos b)\,(M_0\cos^2p-M_1\sin p\cos p),\\
y&=-M_1-\sin b\,M_2\cos p+(1+\cos b)\,(M_1\cos^2p+M_0\sin p\cos p).
\end{aligned}$$
Averaging gives
$$\begin{aligned}
\langle x\rangle&=-\cos b\,M_0+\tfrac12(1+\cos b)M_0=\sin^2(b/2)\,M_0,\\
\langle y\rangle&=-M_1+\tfrac12(1+\cos b)M_1=-\sin^2(b/2)\,M_1,\\
\langle z\rangle&=\cos b\,M_2.
\end{aligned}$$

The theorem states this for every real $b$ and every starting vector $M$. In its proof, `hx`, `hy` and `hz` hand the averaging lemma the coefficients just found, and `ex`, `ey` and `ez` simplify the results.

```lean
/-- For any initial magnetisation, averaging over precession scales x by `sin²(b/2)`,
y by `-sin²(b/2)` and z by `cos b`. -/
theorem average_refocusing (b : ℝ) (M : Fin 3 → ℝ) :
    phaseAverage (isochromat b M) =
      ![sin (b / 2) ^ 2 * M 0, -(sin (b / 2) ^ 2 * M 1), cos b * M 2] := by
  rw [half_angle]
  -- each component is a trigonometric polynomial in the precession angle
  have hx := average_harmonics (f := fun p => isochromat b M p 0)
    (-(M 0 * cos b)) 0 (M 2 * sin b) (M 0 * (1 + cos b)) (-(M 1 * (1 + cos b))) (by
      intro p
      simp [isochromat, rotZ_mulVec, rotX_mulVec]
      linear_combination (-(M 0 * cos b)) * Real.sin_sq_add_cos_sq p)
  have hy := average_harmonics (f := fun p => isochromat b M p 1)
    (-(M 1)) (-(M 2 * sin b)) 0 (M 1 * (1 + cos b)) (M 0 * (1 + cos b)) (by
      intro p
      simp [isochromat, rotZ_mulVec, rotX_mulVec]
      linear_combination (-(M 1)) * Real.sin_sq_add_cos_sq p)
  have hz := average_harmonics (f := fun p => isochromat b M p 2)
    (M 2 * cos b) (M 1 * sin b) (M 0 * sin b) 0 0 (by
      intro p
      simp [isochromat, rotZ_mulVec, rotX_mulVec]
      ring)
  have ex : -(M 0 * cos b) + M 0 * (1 + cos b) / 2 = (1 - cos b) / 2 * M 0 := by ring
  have ey : -(M 1) + M 1 * (1 + cos b) / 2 = -((1 - cos b) / 2 * M 1) := by ring
  have ez : M 2 * cos b + 0 / 2 = cos b * M 2 := by ring
  ext i
  fin_cases i
  · exact hx.trans ex
  · exact hy.trans ey
  · exact hz.trans ez
```

At $b=\pi$ the factor $1+\cos b$ and $\sin b$ both vanish, and $p$ disappears before any averaging. Each isochromat ends at $(M_0,-M_1,-M_2)$.

```lean
/-- A refocusing pulse of exactly `π` gives the same final magnetisation for every
precession angle. -/
theorem perfect_refocusing (M : Fin 3 → ℝ) (p : ℝ) :
    isochromat π M p = ![M 0, -M 1, -M 2] := by
  ext i
  fin_cases i
  · simp [isochromat, rotZ_mulVec, rotX_mulVec]
    linear_combination M 0 * Real.sin_sq_add_cos_sq p
  · simp [isochromat, rotZ_mulVec, rotX_mulVec]
    linear_combination (-(M 1)) * Real.sin_sq_add_cos_sq p
  · simp [isochromat, rotZ_mulVec, rotX_mulVec]
```

If the two angles differ, the echo can vanish. Let the second angle be zero, as when the signal is read immediately after the pulse, and take $a=\pi/2$, $b=\pi$. An isochromat then ends at $(\sin p,\cos p,0)$, and the average over $p$ is zero instead of a vector of length $1$.

## An excitation pulse that creates transverse magnetisation

The excitation pulse turns $(0,0,1)$ into $(0,-\sin a,\cos a)$. Inserting this in the average gives the echo vector
$$(0,\ \sin a\,\sin^2(b/2),\ \cos a\cos b),$$
whose transverse length is $|\sin a|\,\sin^2(b/2)$. The amplitude theorem holds for all real $a$ and $b$. Its proof computes this vector in the step `e` and then takes the square root, which produces the absolute value of $\sin a$.

```lean
/-- The transverse magnitude of the averaged echo is `|sin a| sin²(b/2)` for excitation
angle `a` and refocusing angle `b`. -/
theorem echo_amplitude (a b : ℝ) :
    transverse (echo a b) = |sin a| * sin (b / 2) ^ 2 := by
  have e : echo a b = ![0, sin a * sin (b / 2) ^ 2, cos a * cos b] := by
    rw [echo, average_refocusing, rotX_mulVec]
    ext i
    fin_cases i <;> simp <;> ring
  rw [e]
  change Real.sqrt ((0 : ℝ) ^ 2 + (sin a * sin (b / 2) ^ 2) ^ 2) = _
  rw [zero_pow two_ne_zero, zero_add, Real.sqrt_sq_eq_abs, abs_mul,
    abs_of_nonneg (sq_nonneg (sin (b / 2)))]
```

The condition $\sin a\neq0$ enters only when one asks when the echo is complete. It says that there was some transverse magnetisation to refocus. By hand, one divides $|\sin a|(1-\cos b)/2=|\sin a|$ by $|\sin a|$ and finds $\cos b=-1$, so $b$ is an odd multiple of $\pi$. The proof makes the same division with `mul_left_cancel₀`, to which `ha` supplies the nonzero factor.

```lean
/-- If the excitation pulse creates transverse magnetisation, the echo recovers all of it
exactly when `cos b = -1`. -/
theorem full_echo_iff (a b : ℝ) (ha : sin a ≠ 0) :
    transverse (echo a b) = |sin a| ↔ cos b = -1 := by
  rw [echo_amplitude, half_angle]
  constructor
  · intro h
    have h1 := mul_left_cancel₀ (abs_pos.mpr ha).ne' (h.trans (mul_one _).symm)
    linarith
  · intro h
    rw [h]
    ring
```

Without the condition the equivalence fails. For $a=b=0$ both the transverse magnitude of the echo and $|\sin a|$ are zero, so the echo counts as complete, yet $\cos b=1$.

## A refocusing error $\varepsilon$ that tends to zero

Write $b=\pi+\varepsilon$, where $\varepsilon$ is the error of the refocusing angle, common to all isochromats. Since $\sin(\pi/2+\varepsilon/2)=\cos(\varepsilon/2)$, the loss relative to a complete echo is
$$|\sin a|-|\sin a|\cos^2(\varepsilon/2)=|\sin a|\,\sin^2(\varepsilon/2).$$
This is an identity for every real $\varepsilon$, and the proof follows the same two steps.

```lean
/-- A refocusing angle `π + ε` lowers the echo magnitude by `|sin a| sin²(ε/2)`. -/
theorem echo_loss (a ε : ℝ) :
    |sin a| - transverse (echo a (π + ε)) = |sin a| * sin (ε / 2) ^ 2 := by
  rw [echo_amplitude, show (π + ε) / 2 = ε / 2 + π / 2 by ring, Real.sin_add_pi_div_two]
  linear_combination (-|sin a|) * Real.sin_sq_add_cos_sq (ε / 2)
```

The bound also needs no smallness. From $\cos\varepsilon\ge1-\varepsilon^2/2$ one gets $\sin^2(\varepsilon/2)=(1-\cos\varepsilon)/2\le\varepsilon^2/4$. The proof takes the cosine inequality from Mathlib and multiplies by $|\sin a|\ge0$.

```lean
/-- The echo loss from a refocusing-angle error `ε` is at most `|sin a| ε²/4`. -/
theorem echo_loss_le (a ε : ℝ) :
    |sin a| - transverse (echo a (π + ε)) ≤ |sin a| * (ε ^ 2 / 4) := by
  rw [echo_loss, half_angle]
  have h : 1 - ε ^ 2 / 2 ≤ cos ε := Real.one_sub_sq_div_two_le_cos
  exact mul_le_mul_of_nonneg_left (by linarith) (abs_nonneg _)
```

Smallness matters for the coefficient. As $\varepsilon\to0$, the ratio $\sin(\varepsilon/2)/\varepsilon$ tends to the slope of $\sin(\varepsilon/2)$ at zero, which is $1/2$, so the loss divided by $\varepsilon^2$ tends to $|\sin a|/4$. In the proof, `h` is this derivative, `tendsto_slope_zero` turns it into a limit of ratios, and squaring and multiplying by $|\sin a|$ finish the argument.

The symbol `𝓝[≠] 0` means that $\varepsilon$ approaches zero without being equal to it. At $\varepsilon=0$ the quotient is $0/0$, which Lean evaluates as $0$, so including that point would spoil the limit whenever $\sin a\neq0$.

```lean
/-- As the refocusing-angle error `ε` tends to zero, the echo loss divided by `ε²` tends
to `|sin a|/4`. -/
theorem echo_loss_limit (a : ℝ) :
    Tendsto (fun ε => (|sin a| - transverse (echo a (π + ε))) / ε ^ 2)
      (𝓝[≠] 0) (𝓝 (|sin a| / 4)) := by
  -- the slope of sin(ε/2) at zero is one half
  have h : HasDerivAt (fun ε : ℝ => sin (ε / 2)) (1 / 2) 0 := by
    simpa using ((hasDerivAt_id' (0 : ℝ)).div_const 2).sin
  have h2 := (h.tendsto_slope_zero.pow 2).const_mul |sin a|
  rw [show |sin a| * (1 / 2 : ℝ) ^ 2 = |sin a| / 4 by ring] at h2
  refine h2.congr fun t => ?_
  simp only [echo_loss, smul_eq_mul, zero_add, zero_div, Real.sin_zero, sub_zero]
  ring

end

end ImperfectRefocusing
```

```lean
#print axioms ImperfectRefocusing.perfect_refocusing
#print axioms ImperfectRefocusing.full_echo_iff
#print axioms ImperfectRefocusing.echo_loss_le
#print axioms ImperfectRefocusing.echo_loss_limit
```

```
'ImperfectRefocusing.perfect_refocusing' depends on axioms: [propext, Classical.choice, Quot.sound]
'ImperfectRefocusing.full_echo_iff' depends on axioms: [propext, Classical.choice, Quot.sound]
'ImperfectRefocusing.echo_loss_le' depends on axioms: [propext, Classical.choice, Quot.sound]
'ImperfectRefocusing.echo_loss_limit' depends on axioms: [propext, Classical.choice, Quot.sound]
```

The limit does not extend to a fixed, large error. At $\varepsilon=\pi$ the refocusing pulse is a full turn, the loss is all of $|\sin a|$, and the quadratic estimate $|\sin a|\,\pi^2/4$ is more than twice too large if $\sin a\neq0$.

## The average in a sum over isochromats

A simulation of uncoupled spins without relaxation can replace the integral over $p$ by a sum over a finite set of isochromats. With the single refocusing pulse treated here, the final vector contains no harmonic of $p$ above the second, so three angles spaced by $2\pi/3$ already give the full average. This remark and the counter-examples above are ordinary algebra, separate from the theorems.

Take $a=b=\pi/2$, so that the excited vector is $(0,-1,0)$. The final vector is then $(\sin p\cos p,\ \sin^2p,\ -\cos p)$:

| $p$ | x | y | z |
|---|---|---|---|
| $0$ | $0$ | $0$ | $-1$ |
| $2\pi/3$ | $-\sqrt3/4$ | $3/4$ | $1/2$ |
| $4\pi/3$ | $\sqrt3/4$ | $3/4$ | $1/2$ |
| mean | $0$ | $1/2$ | $0$ |

The mean has transverse length $1/2=\sin^2(\pi/4)$.

For a refocusing pulse of 170° after a 90° excitation, the error is $|\varepsilon|=10°\approx0.1745$. The loss is $\sin^2 5°\approx0.00760$ of the equilibrium magnetisation, and the quadratic estimate $\varepsilon^2/4$ is about $0.00762$. In this example the pulse angle is wrong by about 5.6 per cent, and less than one per cent of the echo is lost.
